# Quantum metric at a closing linear two-level gap: the integral diverges as 1/gap, a fixed mesh sum vanishes or diverges as 1/gap²

Two levels with energies \(\pm vk\) cross at \(k=0\), and a coupling \(\delta>0\) turns the crossing into a gap of \(2\delta\). Near the gap the lower state changes quickly with the wave number \(k\). The quantum metric \(g(k)\) measures the square of that rate of change. For \(v=1\), its values at two points are

\[
g(0)=\frac{1}{4\delta^2},\qquad g(1)=\frac{\delta^2}{4(1+\delta^2)^2}.
\]

As \(\delta\to0^+\), the first diverges and the second vanishes, so a mesh of a single point already gives either answer. The integral over \([-1,1]\) also diverges, but more slowly than \(g(0)\): the peak has height of order \(1/\delta^2\) and width of order \(\delta\), so its area grows as \(1/\delta\).

In a non-interacting one-dimensional band calculation, the integral of the metric over the Brillouin zone enters the gauge-invariant part of the Wannier spread. The result concerns the contribution of one linear two-level crossing to that integral, when it is estimated by summing pointwise values of \(g\). Wannier codes commonly use overlaps between states at neighbouring mesh points instead, and the mesh results below do not cover such estimates.

```lean
import Mathlib

open Filter Topology Matrix

namespace AvoidedCrossingMetric

noncomputable section
```

## The crossing and its lower state

The Hamiltonian is

\[
H(k)=\begin{pmatrix} vk&\delta\\ \delta&-vk\end{pmatrix}.
\]

Here \(v\) is the slope of the uncoupled levels (a velocity when \(\hbar=1\)) and \(\delta\) is the matrix element between them, taken independent of \(k\). Note that \(\delta\) is half the minimum gap. In Lean, `hamiltonian v δ k` is a real \(2\times2\) matrix.

```lean
/-- The two-level Hamiltonian of an avoided crossing with velocity `v` and coupling `δ`. -/
def hamiltonian (v δ k : ℝ) : Matrix (Fin 2) (Fin 2) ℝ :=
  !![v * k, δ; δ, -(v * k)]
```

The eigenvectors depend on one angle,

\[
\theta(k)=\frac{\pi}{4}-\frac12\arctan\frac{vk}{\delta}.
\]

```lean
/-- The mixing angle of the two levels, for `δ ≠ 0`. -/
def mixingAngle (v δ k : ℝ) : ℝ := Real.pi / 4 - Real.arctan (v * k / δ) / 2
```

The lower state is \(u=(-\sin\theta,\cos\theta)\), with its components indexed by `Fin 2`.

```lean
/-- The state of the lower band written with the mixing angle, for `δ > 0`. -/
def lowerState (v δ k : ℝ) : Fin 2 → ℝ :=
  ![-Real.sin (mixingAngle v δ k), Real.cos (mixingAngle v δ k)]
```

For real normalised states the quantum metric is \(u'\cdot u'-(u\cdot u')^2\), where the prime is the derivative in \(k\). The definition takes any family `u` of real two-component vectors; the name `quantumMetric` is deserved when the family is differentiable and normalised.

```lean
/-- The quantum metric `⟨u'|u'⟩ - ⟨u|u'⟩²` of a differentiable family of real normalised states. -/
def quantumMetric (u : ℝ → Fin 2 → ℝ) (k : ℝ) : ℝ :=
  deriv u k ⬝ᵥ deriv u k - (u k ⬝ᵥ deriv u k) ^ 2
```

The closed formula to be derived is

\[
g(k)=\frac{v^2\delta^2}{4(v^2k^2+\delta^2)^2}.
\]

Its Lean name, `gapMetric`, refers to the metric near the gap.

```lean
/-- The closed formula for the avoided-crossing metric, for `v * k` and `δ` not both zero. -/
def gapMetric (v δ k : ℝ) : ℝ := v ^ 2 * δ ^ 2 / (4 * (v ^ 2 * k ^ 2 + δ ^ 2) ^ 2)
```

A mesh is a finite set `s` of real wave numbers, and its sum is \(\sum_{k\in s}w(k)\,g(k)\). The weights are given as a function `w` on all reals, of which only the values on `s` matter.

```lean
/-- The sum of the metric over a finite mesh `s` with weights `w`. -/
def meshSum (s : Finset ℝ) (w : ℝ → ℝ) (v δ : ℝ) : ℝ := ∑ k ∈ s, w k * gapMetric v δ k
```

Write \(E=\sqrt{v^2k^2+\delta^2}\). Then \(1+(vk/\delta)^2=E^2/\delta^2\), which is needed both for the energy and for the derivative of the angle.

```lean
/-- For `δ ≠ 0`, the squared energy in units of the coupling is `1 + (vk/δ)²`. -/
lemma one_add_ratio_sq (v k : ℝ) {δ : ℝ} (hδ : δ ≠ 0) :
    1 + (v * k / δ) ^ 2 = (v ^ 2 * k ^ 2 + δ ^ 2) / δ ^ 2 := by
  rw [div_pow, mul_pow, add_div, div_self (pow_ne_zero 2 hδ)]
  ring
```

Let \(\varphi=\arctan(vk/\delta)=\pi/2-2\theta\). Since \(\delta>0\),

\[
vk=E\sin\varphi=E\cos2\theta,\qquad \delta=E\cos\varphi=E\sin2\theta .
\]

The two components of \(Hu\) are therefore

\[
E(-\cos2\theta\sin\theta+\sin2\theta\cos\theta)=E\sin\theta,
\]
\[
E(-\sin2\theta\sin\theta-\cos2\theta\cos\theta)=-E\cos\theta,
\]

so \(Hu=-Eu\), and \(u\cdot u=\sin^2\theta+\cos^2\theta=1\). In the proof, `hs` and `hc` are the polar formulas for \(vk\) and \(\delta\), and `linear_combination` combines them to give each component of \(Hu=-Eu\). The identity \(\sin^2\theta+\cos^2\theta=1\) (`hp`) is used for the second component and for the normalisation.

```lean
/-- For `δ > 0` the lower state is normalised and is an eigenstate of the Hamiltonian
with energy `-√(v²k² + δ²)`. -/
theorem lowerState_eigen (v k : ℝ) {δ : ℝ} (hδ : 0 < δ) :
    lowerState v δ k ⬝ᵥ lowerState v δ k = 1 ∧
    hamiltonian v δ k *ᵥ lowerState v δ k =
      (-√(v ^ 2 * k ^ 2 + δ ^ 2)) • lowerState v δ k := by
  have hp := Real.sin_sq_add_cos_sq (mixingAngle v δ k)
  have hE : 0 < √(v ^ 2 * k ^ 2 + δ ^ 2) := Real.sqrt_pos.2 (by positivity)
  have hr : √(1 + (v * k / δ) ^ 2) = √(v ^ 2 * k ^ 2 + δ ^ 2) / δ := by
    rw [one_add_ratio_sq v k hδ.ne', Real.sqrt_div (by positivity), Real.sqrt_sq hδ.le]
  -- polar form of the Hamiltonian
  have hs : √(v ^ 2 * k ^ 2 + δ ^ 2) * Real.sin (Real.arctan (v * k / δ)) = v * k := by
    rw [Real.sin_arctan, hr]
    generalize √(v ^ 2 * k ^ 2 + δ ^ 2) = E at hE
    field_simp
  have hc : √(v ^ 2 * k ^ 2 + δ ^ 2) * Real.cos (Real.arctan (v * k / δ)) = δ := by
    rw [Real.cos_arctan, hr]
    generalize √(v ^ 2 * k ^ 2 + δ ^ 2) = E at hE
    field_simp
  have hθ : Real.arctan (v * k / δ) = Real.pi / 2 - 2 * mixingAngle v δ k := by
    unfold mixingAngle
    ring
  rw [hθ, Real.sin_pi_div_two_sub, Real.cos_two_mul] at hs
  rw [hθ, Real.cos_pi_div_two_sub, Real.sin_two_mul] at hc
  constructor
  · simp only [lowerState, dotProduct, Fin.sum_univ_two, Matrix.cons_val_zero,
      Matrix.cons_val_one]
    linear_combination hp
  · ext i
    fin_cases i
    · simp [hamiltonian, lowerState, Matrix.mulVec, dotProduct, Fin.sum_univ_two]
      linear_combination Real.sin (mixingAngle v δ k) * hs - Real.cos (mixingAngle v δ k) * hc
    · simp [hamiltonian, lowerState, Matrix.mulVec, dotProduct, Fin.sum_univ_two]
      linear_combination Real.sin (mixingAngle v δ k) * hc + Real.cos (mixingAngle v δ k) * hs
        - 2 * √(v ^ 2 * k ^ 2 + δ ^ 2) * Real.cos (mixingAngle v δ k) * hp
```

## The metric from the mixing angle

By the chain rule,

\[
\varphi'(k)=\frac{v/\delta}{1+(vk/\delta)^2}=\frac{v\delta}{v^2k^2+\delta^2}.
\]

```lean
/-- For `δ > 0`, the angle `arctan (vk/δ)` changes with `k` at the rate `vδ/(v²k² + δ²)`. -/
lemma hasDerivAt_angle (v k : ℝ) {δ : ℝ} (hδ : 0 < δ) :
    HasDerivAt (fun x => Real.arctan (v * x / δ)) (v * δ / (v ^ 2 * k ^ 2 + δ ^ 2)) k := by
  have h1 : HasDerivAt (fun x : ℝ => v * x / δ) (v * 1 / δ) k :=
    ((hasDerivAt_id k).const_mul v).div_const δ
  refine h1.arctan.congr_deriv ?_
  have hD : v ^ 2 * k ^ 2 + δ ^ 2 ≠ 0 := by positivity
  rw [one_add_ratio_sq v k hδ.ne']
  field_simp
```

Hence \(\theta'=-v\delta/(2E^2)\) and \(u'=\theta'(-\cos\theta,-\sin\theta)\). This gives

\[
u'\cdot u'=\theta'^2,\qquad
u\cdot u'=\theta'(\sin\theta\cos\theta-\cos\theta\sin\theta)=0,
\]

and the metric is \(\theta'^2=v^2\delta^2/(4E^4)=g(k)\). In the proof, `b` is \(\theta'\) and `hb` is the statement \(\theta'^2=g(k)\). The derivative `hd` of the state is taken component by component.

```lean
/-- For `δ > 0` the quantum metric of the lower state is `v²δ²/(4(v²k² + δ²)²)`. -/
theorem quantumMetric_lowerState (v k : ℝ) {δ : ℝ} (hδ : 0 < δ) :
    quantumMetric (lowerState v δ) k = gapMetric v δ k := by
  obtain ⟨b, hβ, hb⟩ : ∃ b, HasDerivAt (mixingAngle v δ) b k ∧ b ^ 2 = gapMetric v δ k := by
    refine ⟨_, ((hasDerivAt_angle v k hδ).div_const 2).const_sub (Real.pi / 4), ?_⟩
    rw [gapMetric, neg_sq, div_div, div_pow]
    congr 1 <;> ring
  have hd : HasDerivAt (lowerState v δ) ![-(Real.cos (mixingAngle v δ k) * b),
      -Real.sin (mixingAngle v δ k) * b] k := by
    rw [hasDerivAt_pi]
    intro i
    fin_cases i
    · exact hβ.sin.fun_neg
    · exact hβ.cos
  rw [quantumMetric, hd.deriv]
  simp only [lowerState, dotProduct, Fin.sum_univ_two, Matrix.cons_val_zero, Matrix.cons_val_one]
  linear_combination b ^ 2 * Real.sin_sq_add_cos_sq (mixingAngle v δ k) + hb
```

## The area under the peak

An antiderivative of \(g\) is

\[
F(k)=\frac{v}{8\delta}\arctan\frac{vk}{\delta}+\frac{v^2}{8}\,\frac{k}{v^2k^2+\delta^2},
\]

because

\[
F'(k)=\frac{v^2}{8}\left[\frac{1}{E^2}+\frac{\delta^2-v^2k^2}{E^4}\right]
=\frac{v^2}{8}\,\frac{2\delta^2}{E^4}=g(k).
\]

As \(F\) is odd, the integral over \([-K,K]\) is \(2F(K)\):

\[
\int_{-K}^{K}g\,dk=\frac{v}{4\delta}\arctan\frac{vK}{\delta}+\frac{v^2}{4}\,\frac{K}{v^2K^2+\delta^2}.
\]

The derivative is `hF`. Continuity of \(g\) supplies the integrability that the fundamental theorem of calculus asks for.

```lean
/-- The integral of the metric over the window `[-K, K]` in closed form, for `δ > 0`. -/
theorem integral_gapMetric (v K : ℝ) {δ : ℝ} (hδ : 0 < δ) :
    ∫ k in (-K)..K, gapMetric v δ k =
      v / (4 * δ) * Real.arctan (v * K / δ) + v ^ 2 / 4 * (K / (v ^ 2 * K ^ 2 + δ ^ 2)) := by
  have hF : ∀ k : ℝ, HasDerivAt (fun x => v / (8 * δ) * Real.arctan (v * x / δ) +
      v ^ 2 / 8 * (x / (v ^ 2 * x ^ 2 + δ ^ 2))) (gapMetric v δ k) k := by
    intro k
    have hD : v ^ 2 * k ^ 2 + δ ^ 2 ≠ 0 := by positivity
    have hden : HasDerivAt (fun x : ℝ => v ^ 2 * x ^ 2 + δ ^ 2) (v ^ 2 * (2 * k)) k :=
      (((hasDerivAt_pow 2 k).const_mul (v ^ 2)).add_const (δ ^ 2)).congr_deriv (by norm_num)
    refine (((hasDerivAt_angle v k hδ).const_mul (v / (8 * δ))).fun_add
      (((hasDerivAt_id' k).fun_div hden hD).const_mul (v ^ 2 / 8))).congr_deriv ?_
    unfold gapMetric
    field_simp
    ring
  have hcont : Continuous (gapMetric v δ) := by
    unfold gapMetric
    exact Continuous.div (by fun_prop) (by fun_prop) (fun k => by positivity)
  refine (intervalIntegral.integral_eq_sub_of_hasDerivAt (fun k _ => hF k)
    (hcont.intervalIntegrable _ _)).trans ?_
  have e : v * -K / δ = -(v * K / δ) := by ring
  simp only [e, Real.arctan_neg, neg_sq]
  ring
```

Now let \(v,K>0\) and multiply by \(\delta\):

\[
\delta\int_{-K}^{K}g\,dk=\frac v4\arctan\frac{vK}{\delta}+\delta\,\frac{v^2}{4}\,\frac{K}{v^2K^2+\delta^2}
\;\longrightarrow\;\frac v4\cdot\frac\pi2+0=\frac{\pi v}{8}.
\]

The arctangent tends to \(\pi/2\) because its argument tends to \(+\infty\) (limit `A`). The second term is a factor \(\delta\) times a bounded quantity (limit `B`). The filter `𝓝[>] 0` expresses \(\delta\to0^+\).

```lean
/-- For `v, K > 0`, `δ` times the integrated metric tends to `πv/8` as `δ → 0+`. -/
theorem integral_scaling {v K : ℝ} (hv : 0 < v) (hK : 0 < K) :
    Tendsto (fun δ => δ * ∫ k in (-K)..K, gapMetric v δ k) (𝓝[>] 0)
      (𝓝 (Real.pi * v / 8)) := by
  have A : Tendsto (fun δ : ℝ => Real.arctan (v * K / δ)) (𝓝[>] 0) (𝓝 (Real.pi / 2)) := by
    have hx : Tendsto (fun δ : ℝ => v * K / δ) (𝓝[>] 0) atTop := by
      simp only [div_eq_mul_inv]
      exact tendsto_inv_nhdsGT_zero.const_mul_atTop (mul_pos hv hK)
    exact (Real.tendsto_arctan_atTop.mono_right nhdsWithin_le_nhds).comp hx
  have hne : v ^ 2 * K ^ 2 + (0 : ℝ) ^ 2 ≠ 0 := by positivity
  have hq : ContinuousAt (fun δ : ℝ => K / (v ^ 2 * K ^ 2 + δ ^ 2)) 0 :=
    ContinuousAt.div (by fun_prop) (by fun_prop) hne
  have B : Tendsto (fun δ : ℝ => δ * (v ^ 2 / 4 * (K / (v ^ 2 * K ^ 2 + δ ^ 2)))) (𝓝 0)
      (𝓝 (0 * (v ^ 2 / 4 * (K / (v ^ 2 * K ^ 2 + 0 ^ 2))))) :=
    tendsto_id.mul (tendsto_const_nhds.mul hq.tendsto)
  rw [zero_mul] at B
  have h := (A.const_mul (v / 4)).add (B.mono_left nhdsWithin_le_nhds)
  rw [show v / 4 * (Real.pi / 2) + 0 = Real.pi * v / 8 by ring] at h
  refine h.congr' ?_
  filter_upwards [self_mem_nhdsWithin] with δ hδ
  have hδ' : 0 < δ := hδ
  have e : δ * (v / (4 * δ)) = v / 4 := by field_simp
  rw [integral_gapMetric v K hδ']
  linear_combination (-Real.arctan (v * K / δ)) * e
```

## What a fixed mesh sees

If \(k\neq0\), the denominator of \(g(k)\) stays away from zero, so \(g(k)\) is continuous in \(\delta\) at \(\delta=0\), where it equals 0. A finite sum of such terms, with weights of any sign, tends to 0. The proof takes the limit of each term (`ht`) and adds the limits.

```lean
/-- For `v > 0`, the sum over a mesh that misses `k = 0` tends to zero as `δ → 0+`. -/
theorem meshSum_missing {v : ℝ} (hv : 0 < v) {s : Finset ℝ} (w : ℝ → ℝ) (h0 : 0 ∉ s) :
    Tendsto (meshSum s w v) (𝓝[>] 0) (𝓝 0) := by
  have ht : ∀ k ∈ s, Tendsto (fun δ => w k * gapMetric v δ k) (𝓝[>] 0) (𝓝 0) := by
    intro k hk
    have hk0 : k ≠ 0 := fun h => h0 (h ▸ hk)
    have hne : 4 * (v ^ 2 * k ^ 2 + (0 : ℝ) ^ 2) ^ 2 ≠ 0 := by positivity
    have c : ContinuousAt (fun δ : ℝ => v ^ 2 * δ ^ 2 / (4 * (v ^ 2 * k ^ 2 + δ ^ 2) ^ 2)) 0 :=
      ContinuousAt.div (by fun_prop) (by fun_prop) hne
    have t : Tendsto (fun δ => gapMetric v δ k) (𝓝 0) (𝓝 (gapMetric v 0 k)) := c
    rw [show gapMetric v 0 k = 0 by simp [gapMetric]] at t
    simpa only [mul_zero] using (t.mono_left nhdsWithin_le_nhds).const_mul (w k)
  have h := tendsto_finsetSum s ht
  rw [Finset.sum_const_zero] at h
  exact h
```

If the mesh contains \(k=0\), that term is split off:

\[
\delta^2\sum_{k\in s}w(k)g(k)=\frac{w(0)v^2}{4}+\delta^2\sum_{k\in s,\;k\ne0}w(k)g(k)\;\longrightarrow\;\frac{w(0)v^2}{4},
\]

since \(g(0)=v^2/(4\delta^2)\) exactly and the remaining sum tends to 0 by the previous step. In Lean the remaining mesh is `s.erase 0`, which may be empty.

```lean
/-- For `v > 0`, if the mesh contains `k = 0`, then `δ²` times the mesh sum tends to
`w(0)v²/4` as `δ → 0+`. -/
theorem meshSum_scaling {v : ℝ} (hv : 0 < v) {s : Finset ℝ} (w : ℝ → ℝ) (h0 : 0 ∈ s) :
    Tendsto (fun δ => δ ^ 2 * meshSum s w v δ) (𝓝[>] 0) (𝓝 (w 0 * v ^ 2 / 4)) := by
  have hrest := meshSum_missing hv w (s := s.erase 0) (by simp)
  have hsq : Tendsto (fun δ : ℝ => δ ^ 2) (𝓝[>] 0) (𝓝 (0 ^ 2)) :=
    ((continuous_pow 2).tendsto (0 : ℝ)).mono_left nhdsWithin_le_nhds
  have h := (hsq.mul hrest).const_add (w 0 * v ^ 2 / 4)
  rw [mul_zero, add_zero] at h
  refine h.congr' ?_
  filter_upwards [self_mem_nhdsWithin] with δ hδ
  have hδ' : 0 < δ := hδ
  -- split off the mesh point at the crossing
  have e : w 0 * gapMetric v δ 0 + meshSum (s.erase 0) w v δ = meshSum s w v δ :=
    Finset.add_sum_erase s (fun k => w k * gapMetric v δ k) h0
  have g0 : δ ^ 2 * gapMetric v δ 0 = v ^ 2 / 4 := by
    rw [gapMetric, show v ^ 2 * 0 ^ 2 + δ ^ 2 = δ ^ 2 by ring]
    field_simp
  rw [← e]
  linear_combination (-(w 0)) * g0
```

## Both divergences together

If \(\delta^nf(\delta)\to C>0\) with \(n\ge1\), then \(f(\delta)=\delta^{-n}\cdot\delta^nf(\delta)\) is a factor tending to \(+\infty\) times a factor with a positive limit, so \(f\to+\infty\).

```lean
/-- If `δⁿ f(δ)` has a positive limit as `δ → 0+` and `n ≠ 0`, then `f` diverges to `+∞`. -/
lemma diverges_of_scaling {f : ℝ → ℝ} {C : ℝ} {n : ℕ} (hn : n ≠ 0) (hC : 0 < C)
    (h : Tendsto (fun δ => δ ^ n * f δ) (𝓝[>] 0) (𝓝 C)) : Tendsto f (𝓝[>] 0) atTop := by
  have hi : Tendsto (fun δ : ℝ => δ⁻¹ ^ n) (𝓝[>] 0) atTop :=
    (tendsto_pow_atTop hn).comp tendsto_inv_nhdsGT_zero
  refine (hi.atTop_mul_pos hC h).congr' ?_
  filter_upwards [self_mem_nhdsWithin] with δ hδ
  have hδ' : 0 < δ := hδ
  rw [← mul_assoc, ← mul_pow, inv_mul_cancel₀ hδ'.ne', one_pow, one_mul]
```

With \(n=1\) this gives the divergence of the integral, and with \(n=2\) that of the mesh sum. The final theorem says, for \(v,K>0\), any finite mesh and any real weights, as \(\delta\to0^+\):

- the integral of \(g\) over \([-K,K]\) tends to \(+\infty\), written `atTop`;
- if \(0\) is not in the mesh, the mesh sum tends to 0;
- if \(0\) is in the mesh and \(w(0)>0\), the mesh sum tends to \(+\infty\), and \(\delta^2\) times it tends to \(w(0)v^2/4\).

The window \([-1,1]\) with positive weights is the case \(K=1\). The mesh need not lie inside the window, and it stays fixed as \(\delta\) shrinks; a mesh refined together with \(\delta\) is a different limit.

```lean
/-- Let `v, K > 0` and `δ → 0+`. The metric integrated over `[-K, K]` diverges, while its sum over
a fixed finite mesh tends to zero if the mesh misses `k = 0`, and diverges, with `δ²` times the sum
tending to `w(0)v²/4`, if the mesh contains `k = 0` with positive weight. -/
theorem integral_versus_mesh {v K : ℝ} (hv : 0 < v) (hK : 0 < K) (s : Finset ℝ) (w : ℝ → ℝ) :
    Tendsto (fun δ => ∫ k in (-K)..K, gapMetric v δ k) (𝓝[>] 0) atTop ∧
    (0 ∉ s → Tendsto (meshSum s w v) (𝓝[>] 0) (𝓝 0)) ∧
    (0 ∈ s → 0 < w 0 → Tendsto (meshSum s w v) (𝓝[>] 0) atTop ∧
      Tendsto (fun δ => δ ^ 2 * meshSum s w v δ) (𝓝[>] 0) (𝓝 (w 0 * v ^ 2 / 4))) := by
  refine ⟨?_, meshSum_missing hv w, fun h0 hw => ⟨?_, meshSum_scaling hv w h0⟩⟩
  · have hC : 0 < Real.pi * v / 8 := by positivity
    refine diverges_of_scaling one_ne_zero hC ?_
    simpa only [pow_one] using integral_scaling hv hK
  · exact diverges_of_scaling two_ne_zero (by positivity) (meshSum_scaling hv w h0)

end

end AvoidedCrossingMetric
```

```lean
#print axioms AvoidedCrossingMetric.lowerState_eigen
-- 'AvoidedCrossingMetric.lowerState_eigen' depends on axioms: [propext, Classical.choice, Quot.sound]
#print axioms AvoidedCrossingMetric.quantumMetric_lowerState
-- 'AvoidedCrossingMetric.quantumMetric_lowerState' depends on axioms: [propext, Classical.choice, Quot.sound]
#print axioms AvoidedCrossingMetric.integral_versus_mesh
-- 'AvoidedCrossingMetric.integral_versus_mesh' depends on axioms: [propext, Classical.choice, Quot.sound]
```

The step from this model to a material is the replacement of its bands near the gap by two levels with linear dispersion and constant coupling. The hypotheses do not justify that replacement.

## Numbers for \(\delta=0.1\)

Take \(v=K=1\). The closed form gives

\[
\int_{-1}^{1}g\,dk=2.5\arctan(10)+\frac{0.25}{1.01}\approx3.678+0.248\approx3.925 ,
\]

and \(\delta\) times this is \(0.3925\), close to \(\pi/8\approx0.3927\).

The trapezoidal mesh \(\{-1,0,1\}\) with weights \(\tfrac12,1,\tfrac12\) gives \(g(0)+g(1)\approx25+0.002\), more than six times the integral. The midpoint mesh \(\{-\tfrac12,\tfrac12\}\) with unit weights gives \(2g(\tfrac12)=0.02/(4\cdot0.26^2)\approx0.074\), about a fiftieth of it.

## A crossing point of zero weight

Let the mesh be \(\{0\}\) with \(w(0)=0\). The mesh contains the crossing, yet its sum is 0 for every \(\delta>0\). Requiring only \(w(0)\ge0\) is therefore not enough for the mesh sum to diverge.
